# Independent solutions with zero Wronskian in the potential $l(l+1)/x^2$ for $l\ge 2$

Q: A particle on a line meets the barrier $l(l+1)/x^2$ at the origin. At zero energy, with $\hbar^2/2m=1$, its wavefunction obeys $\psi''=\frac{l(l+1)}{x^2}\psi$. The usual argument against degeneracy in one dimension says that two solutions with zero Wronskian are proportional. You claim that $x^3$ and $|x|^3$ violate this for $l=2$. Is that really the equation in the code?

A: Yes. `centrifugal l` is the familiar radial term with natural $l$, placed here on both sides of the origin.

```lean
import Mathlib

open Filter Topology

namespace SingularWronskian

noncomputable section

/-- The centrifugal potential `l(l+1)/x²` on the line, meant for `x ≠ 0`. -/
def centrifugal (l : ℕ) (x : ℝ) : ℝ := (l : ℝ) * (l + 1) / x ^ 2
```

Q: What counts as a solution at the singular point?

A: `SolvesOffOrigin q ψ` requires a real $\psi$ to be twice differentiable on the whole line, origin included, and to satisfy $\psi''=q\psi$ for $x\neq0$. No equation is imposed at $x=0$, where the potential is undefined. Differentiability at the origin rules out the other textbook solution, $x^{-l}$ with $l\ge1$, which diverges there.

```lean
/-- The function `ψ` is twice differentiable on the whole line and satisfies `ψ'' = q ψ`
at every point except possibly the origin. -/
structure SolvesOffOrigin (q ψ : ℝ → ℝ) : Prop where
  diff : Differentiable ℝ ψ
  diff2 : Differentiable ℝ (deriv ψ)
  eqn : ∀ x, x ≠ 0 → deriv (deriv ψ) x = q x * ψ x
```

The Wronskian is $W=uv'-u'v$, with actual derivatives.

```lean
/-- The Wronskian `u v' - u' v`. -/
def wronskian (u v : ℝ → ℝ) (x : ℝ) : ℝ := u x * deriv v x - deriv u x * v x
```

The two candidates are $u=x^{l+1}$, called `power`, and $v=|x|x^l$, called `folded`. They agree for $x>0$ and differ by a sign for $x<0$.

```lean
/-- The power solution `x^(l+1)`. -/
def power (l : ℕ) (x : ℝ) : ℝ := x ^ (l + 1)

/-- The folded solution `|x| x^l`: the power solution with its sign reversed for `x < 0`. -/
def folded (l : ℕ) (x : ℝ) : ℝ := |x| * x ^ l
```

Q: Is the absolute value smooth enough at zero?

A: For $k\ge0$, $(|x|x^{k+1})'=(k+2)|x|x^k$. Away from zero this is the product rule. At zero the difference quotient is $|t|t^k\to0$, which matches the formula. The Lean proof does the same, splitting the case $x\neq0$ by the sign of $x$.

```lean
/-- The derivative of `|x| x^(l+1)` is `(l+2) |x| x^l` at every point, the origin included. -/
theorem hasDerivAt_folded (l : ℕ) (x : ℝ) :
    HasDerivAt (folded (l + 1)) (((l : ℝ) + 2) * folded l x) x := by
  rcases lt_trichotomy x 0 with h | rfl | h
  · have h1 := (hasDerivAt_abs_neg h).fun_mul (hasDerivAt_pow (l + 1) x)
    refine h1.congr_deriv ?_
    simp only [folded, abs_of_neg h, Nat.add_sub_cancel]
    push_cast
    ring
  · -- at the origin the difference quotient is `|t| t^l`, which tends to zero
    have hcont : Continuous (folded l) := continuous_abs.mul (continuous_pow l)
    have hc : Tendsto (folded l) (𝓝[≠] 0) (𝓝 (folded l 0)) :=
      hcont.continuousAt.tendsto.mono_left nhdsWithin_le_nhds
    have h0 : ((l : ℝ) + 2) * folded l 0 = folded l 0 := by simp [folded]
    rw [hasDerivAt_iff_tendsto_slope_zero, h0]
    refine hc.congr' ?_
    filter_upwards [self_mem_nhdsWithin] with t ht
    have ht' : t ≠ 0 := ht
    simp only [folded, zero_add, abs_zero, zero_mul, sub_zero, smul_eq_mul]
    rw [eq_inv_mul_iff_mul_eq₀ ht']
    ring
  · have h1 := (hasDerivAt_abs_pos h).fun_mul (hasDerivAt_pow (l + 1) x)
    refine h1.congr_deriv ?_
    simp only [folded, abs_of_pos h, Nat.add_sub_cancel]
    push_cast
    ring
```

For $u$, $u''=l(l+1)x^{l-1}=\frac{l(l+1)}{x^2}u$ when $x\ne0$.

```lean
/-- The power `x^(l+1)` solves the equation with the centrifugal potential `l(l+1)/x²`. -/
theorem power_solves (l : ℕ) : SolvesOffOrigin (centrifugal l) (power l) := by
  have h1 (x : ℝ) : HasDerivAt (power l) (((l : ℝ) + 1) * x ^ l) x :=
    (hasDerivAt_pow (l + 1) x).congr_deriv (by simp)
  have h2 (x : ℝ) : HasDerivAt (fun y : ℝ => ((l : ℝ) + 1) * y ^ l)
      (((l : ℝ) + 1) * ((l : ℝ) * x ^ (l - 1))) x := (hasDerivAt_pow l x).const_mul _
  have hd : deriv (power l) = fun y : ℝ => ((l : ℝ) + 1) * y ^ l :=
    funext fun x => (h1 x).deriv
  refine ⟨fun x => (h1 x).differentiableAt, ?_, fun x hx => ?_⟩
  · rw [hd]
    exact fun x => (h2 x).differentiableAt
  · rw [hd, (h2 x).deriv, centrifugal, div_mul_eq_mul_div, eq_div_iff (pow_ne_zero 2 hx), power]
    cases l with
    | zero => simp
    | succ n =>
      simp only [Nat.add_sub_cancel]
      push_cast
      ring
```

For $v$, using the derivative rule twice gives $v'=(l+1)|x|x^{l-1}$ and $v''=l(l+1)|x|x^{l-2}=\frac{l(l+1)}{x^2}v$ when $x\ne0$. The condition $l\ge2$ is needed only for the second derivative at the origin: at $l=1$ the function $|x|x$ still solves the equation for $x\ne0$, but its first derivative $2|x|$ has a kink at $x=0$.

```lean
/-- For `l ≥ 2` the folded function `|x| x^l` solves the same equation. -/
theorem folded_solves {l : ℕ} (hl : 2 ≤ l) : SolvesOffOrigin (centrifugal l) (folded l) := by
  obtain ⟨n, rfl⟩ := Nat.exists_eq_add_of_le' hl
  have h1 (x : ℝ) : HasDerivAt (folded (n + 2))
      ((((n + 1 : ℕ) : ℝ) + 2) * folded (n + 1) x) x := hasDerivAt_folded (n + 1) x
  have h2 (x : ℝ) := (hasDerivAt_folded n x).const_mul (((n + 1 : ℕ) : ℝ) + 2)
  have hd : deriv (folded (n + 2)) = fun y => (((n + 1 : ℕ) : ℝ) + 2) * folded (n + 1) y :=
    funext fun x => (h1 x).deriv
  refine ⟨fun x => (h1 x).differentiableAt, ?_, fun x hx => ?_⟩
  · rw [hd]
    exact fun x => (h2 x).differentiableAt
  · rw [hd, (h2 x).deriv, centrifugal, div_mul_eq_mul_div, eq_div_iff (pow_ne_zero 2 hx)]
    simp only [folded]
    push_cast
    ring
```

Q: Perhaps the Wronskian vanishes only because you picked a special pair.

A: It vanishes for every pair of such solutions. Take any solution $\psi$ and set $F=x^{l+1}\psi'-(l+1)x^l\psi$, its Wronskian with $u$. The $\psi'$ terms cancel in
$$F'=x^{l-1}\left(x^2\psi''-l(l+1)\psi\right).$$
The bracket is zero for $x\ne0$, and the prefactor is zero at $x=0$. So $F$ is constant, and $F(0)=0$. Dividing by $x^l$ gives $x\psi'=(l+1)\psi$ off the origin, and continuity extends it to $x=0$. Lean writes $l=n+2$; `hF` is the statement $F'=0$.

```lean
/-- For `l ≥ 2` every solution that is twice differentiable on the whole line obeys the
first-order equation `x ψ' = (l+1) ψ`. -/
theorem first_order {l : ℕ} (hl : 2 ≤ l) {ψ : ℝ → ℝ}
    (hψ : SolvesOffOrigin (centrifugal l) ψ) (x : ℝ) :
    x * deriv ψ x = ((l : ℝ) + 1) * ψ x := by
  obtain ⟨n, rfl⟩ := Nat.exists_eq_add_of_le' hl
  -- the Wronskian with the power solution has zero derivative, also at the origin
  have hF (y : ℝ) : HasDerivAt
      (fun z => z ^ (n + 3) * deriv ψ z - ((n : ℝ) + 3) * (z ^ (n + 2) * ψ z)) 0 y := by
    have key : y ^ (n + 1) * (deriv (deriv ψ) y * y ^ 2
        - ((n : ℝ) + 2) * ((n : ℝ) + 3) * ψ y) = 0 := by
      by_cases hy : y = 0
      · simp [hy]
      · have e := hψ.eqn y hy
        rw [centrifugal, div_mul_eq_mul_div, eq_div_iff (pow_ne_zero 2 hy)] at e
        push_cast at e
        linear_combination y ^ (n + 1) * e
    have h1 := (hasDerivAt_pow (n + 3) y).fun_mul (hψ.diff2 y).hasDerivAt
    have h2 := ((hasDerivAt_pow (n + 2) y).fun_mul
      (hψ.diff y).hasDerivAt).const_mul ((n : ℝ) + 3)
    refine (h1.fun_sub h2).congr_deriv ?_
    simp only [show n + 3 - 1 = n + 2 from rfl, show n + 2 - 1 = n + 1 from rfl]
    push_cast
    linear_combination key
  -- it vanishes at the origin, hence everywhere; continuity covers the origin itself
  have hfun : (fun y => y * deriv ψ y) = fun y => (((n + 2 : ℕ) : ℝ) + 1) * ψ y := by
    refine Continuous.ext_on (dense_compl_singleton (0 : ℝ))
      (continuous_id.mul hψ.diff2.continuous)
      (continuous_const.mul hψ.diff.continuous) (fun y hy => ?_)
    have hy' : y ≠ 0 := hy
    have hc : y ^ (n + 3) * deriv ψ y - ((n : ℝ) + 3) * (y ^ (n + 2) * ψ y)
        = 0 ^ (n + 3) * deriv ψ 0 - ((n : ℝ) + 3) * (0 ^ (n + 2) * ψ 0) :=
      is_const_of_deriv_eq_zero (fun z => (hF z).differentiableAt) (fun z => (hF z).deriv) y 0
    have z3 : (0 : ℝ) ^ (n + 3) = 0 := zero_pow (by omega)
    have z2 : (0 : ℝ) ^ (n + 2) = 0 := zero_pow (by omega)
    rw [z3, z2] at hc
    show y * deriv ψ y = (((n + 2 : ℕ) : ℝ) + 1) * ψ y
    apply mul_left_cancel₀ (pow_ne_zero (n + 2) hy')
    push_cast
    linear_combination hc
  exact congrFun hfun x
```

For two solutions $u,v$, now arbitrary, $xW=u(xv')-(xu')v=(l+1)(uv-uv)=0$. Hence $W=0$ for $x\ne0$. At the origin the first-order relation gives $u(0)=v(0)=0$, so $W(0)=0$ too.

```lean
/-- For `l ≥ 2` the Wronskian of any two solutions that are twice differentiable on the
whole line vanishes everywhere. -/
theorem wronskian_eq_zero {l : ℕ} (hl : 2 ≤ l) {u v : ℝ → ℝ}
    (hu : SolvesOffOrigin (centrifugal l) u) (hv : SolvesOffOrigin (centrifugal l) v)
    (x : ℝ) : wronskian u v x = 0 := by
  have eu := first_order hl hu x
  have ev := first_order hl hv x
  have hx : x * wronskian u v x = 0 := by
    rw [wronskian]
    linear_combination u x * ev - v x * eu
  rcases mul_eq_zero.mp hx with rfl | h
  · have hl1 : (l : ℝ) + 1 ≠ 0 := by positivity
    rw [zero_mul] at eu ev
    have u0 := (mul_eq_zero.mp eu.symm).resolve_left hl1
    have v0 := (mul_eq_zero.mp ev.symm).resolve_left hl1
    rw [wronskian, u0, v0]
    ring
  · exact h
```

Q: Then what freedom is left?

A: One amplitude per half-line. With $y=e^tx$,
$$\frac{d}{dt}\left[\psi(y)e^{-(l+1)t}\right]=e^{-(l+1)t}\left[y\psi'(y)-(l+1)\psi(y)\right]=0.$$
Comparing $t=\ln s$ with $t=0$ gives $\psi(sx)=s^{l+1}\psi(x)$ for $s>0$.

```lean
/-- For `l ≥ 2` every solution that is twice differentiable on the whole line scales as
`ψ(s x) = s^(l+1) ψ(x)` under dilations `s > 0`. -/
theorem scaling {l : ℕ} (hl : 2 ≤ l) {ψ : ℝ → ℝ}
    (hψ : SolvesOffOrigin (centrifugal l) ψ) {s : ℝ} (hs : 0 < s) (x : ℝ) :
    ψ (s * x) = s ^ (l + 1) * ψ x := by
  -- along `s = exp t` the rescaled amplitude is constant
  have hF (t : ℝ) : HasDerivAt
      (fun t => ψ (Real.exp t * x) * Real.exp (-((l : ℝ) + 1) * t)) 0 t := by
    have h1 : HasDerivAt (fun t => Real.exp t * x) (Real.exp t * x) t :=
      (Real.hasDerivAt_exp t).mul_const x
    have h2 : HasDerivAt (fun t => ψ (Real.exp t * x))
        (deriv ψ (Real.exp t * x) * (Real.exp t * x)) t :=
      HasDerivAt.comp t (hψ.diff (Real.exp t * x)).hasDerivAt h1
    have h3 := ((hasDerivAt_id' t).const_mul (-((l : ℝ) + 1))).exp
    refine (h2.fun_mul h3).congr_deriv ?_
    linear_combination Real.exp (-((l : ℝ) + 1) * t) * first_order hl hψ (Real.exp t * x)
  have hc : ψ (Real.exp (Real.log s) * x) * Real.exp (-((l : ℝ) + 1) * Real.log s)
      = ψ (Real.exp 0 * x) * Real.exp (-((l : ℝ) + 1) * 0) :=
    is_const_of_deriv_eq_zero (fun z => (hF z).differentiableAt) (fun z => (hF z).deriv) _ 0
  simp only [Real.exp_log hs, Real.exp_zero, mul_zero, one_mul, mul_one] at hc
  have hp : Real.exp (((l + 1 : ℕ) : ℝ) * Real.log s) = s ^ (l + 1) := by
    rw [Real.exp_nat_mul, Real.exp_log hs]
  have hE : Real.exp (-((l : ℝ) + 1) * Real.log s) * s ^ (l + 1) = 1 := by
    rw [← hp, ← Real.exp_add, Real.exp_eq_one_iff]
    push_cast
    ring
  linear_combination s ^ (l + 1) * hc - ψ (s * x) * hE
```

So $\psi(x)=x^{l+1}\psi(1)$ for $x>0$ and $\psi(x)=|x|^{l+1}\psi(-1)$ for $x<0$, while $\psi(0)=0$. Matching $a\,x^{l+1}+b\,|x|x^l$ at $\pm1$ gives
$$a,b=\tfrac12\left[\psi(1)\pm(-1)^{l+1}\psi(-1)\right],$$
with the upper sign for $a$.

```lean
/-- For `l ≥ 2` every solution that is twice differentiable on the whole line is a linear
combination of `x^(l+1)` and `|x| x^l`. -/
theorem general_solution {l : ℕ} (hl : 2 ≤ l) {ψ : ℝ → ℝ}
    (hψ : SolvesOffOrigin (centrifugal l) ψ) :
    ∃ a b : ℝ, ∀ x, ψ x = a * power l x + b * folded l x := by
  -- the amplitudes on the two half-lines are fixed by the values at `1` and `-1`
  refine ⟨(ψ 1 + (-1) ^ (l + 1) * ψ (-1)) / 2, (ψ 1 - (-1) ^ (l + 1) * ψ (-1)) / 2,
    fun x => ?_⟩
  rcases lt_trichotomy x 0 with h | rfl | h
  · have e := scaling hl hψ (neg_pos.mpr h) (-1)
    rw [neg_mul_neg, mul_one, neg_pow x] at e
    rw [power, folded, abs_of_neg h, e]
    ring
  · have e := first_order hl hψ 0
    rw [zero_mul] at e
    have h0 := (mul_eq_zero.mp e.symm).resolve_left (by positivity)
    simp [power, folded, h0]
  · have e := scaling hl hψ h 1
    rw [mul_one] at e
    rw [power, folded, abs_of_pos h, e]
    ring
```

Q: And independence?

A: `LinearIndependent ℝ` refers to functions on the whole line. Suppose $s\,x^{l+1}+t\,|x|x^l=0$ for all $x$, with $s,t$ now real coefficients. At $x=1$, $s+t=0$; at $x=-1$, $(-1)^l(t-s)=0$. Hence $s=t=0$. The theorem joins this to the earlier results.

```lean
/-- For every `l ≥ 2` the functions `x^(l+1)` and `|x| x^l` are twice differentiable on the
line, solve `ψ'' = l(l+1)/x² ψ` for `x ≠ 0` and have Wronskian zero everywhere, yet they are
linearly independent. -/
theorem zero_wronskian_independent (l : ℕ) (hl : 2 ≤ l) :
    SolvesOffOrigin (centrifugal l) (power l) ∧ SolvesOffOrigin (centrifugal l) (folded l) ∧
      (∀ x, wronskian (power l) (folded l) x = 0) ∧
      LinearIndependent ℝ ![power l, folded l] := by
  refine ⟨power_solves l, folded_solves hl,
    wronskian_eq_zero hl (power_solves l) (folded_solves hl), ?_⟩
  rw [LinearIndependent.pair_iff]
  intro s t h
  -- compare the two half-lines at `1` and `-1`
  have h1 : s * 1 ^ (l + 1) + t * (|(1 : ℝ)| * 1 ^ l) = 0 := congrFun h 1
  have h2 : s * (-1) ^ (l + 1) + t * (|(-1 : ℝ)| * (-1) ^ l) = 0 := congrFun h (-1)
  simp only [one_pow, abs_one, mul_one] at h1
  rw [abs_neg, abs_one, pow_succ] at h2
  have hp : (-1 : ℝ) ^ l * (-1) ^ l = 1 := by
    rw [← mul_pow]
    norm_num
  generalize (-1 : ℝ) ^ l = p at h2 hp
  have h3 : t - s = 0 := by linear_combination p * h2 - (t - s) * hp
  constructor <;> linarith
```

Q: Show me numbers for the cubic pair.

A: At $x=-2$, $u=-8$, $u'=12$, $v=8$, $v'=-12$, so $W=(-8)(-12)-12\cdot8=0$. The equation holds for $v$ as well: $v''=6|x|=12$ and $\frac{6}{4}\cdot8=12$. The ratio $v/u$ is $-1$ here and $+1$ at $x=2$, so no single constant relates the functions. The last theorem sets $l=2$ and rewrites $|x|x^2$ as $|x|^3$.

```lean
/-- The functions `x³` and `|x|³` are twice differentiable on the line, solve
`ψ'' = (6/x²) ψ` for `x ≠ 0` and have Wronskian zero everywhere, yet they are linearly
independent. -/
theorem cubic_counterexample :
    SolvesOffOrigin (fun x => 6 / x ^ 2) (fun x => x ^ 3) ∧
      SolvesOffOrigin (fun x => 6 / x ^ 2) (fun x => |x| ^ 3) ∧
      (∀ x, wronskian (fun x => x ^ 3) (fun x => |x| ^ 3) x = 0) ∧
      LinearIndependent ℝ ![fun x : ℝ => x ^ 3, fun x : ℝ => |x| ^ 3] := by
  have hq : centrifugal 2 = fun x => 6 / x ^ 2 := by
    funext x
    norm_num [centrifugal]
  have hu : power 2 = fun x => x ^ 3 := rfl
  have hv : folded 2 = fun x => |x| ^ 3 := by
    funext x
    rw [folded, ← sq_abs x]
    ring
  have h := zero_wronskian_independent 2 le_rfl
  rwa [hq, hu, hv] at h

end

end SingularWronskian
```

```lean
#print axioms SingularWronskian.general_solution
#print axioms SingularWronskian.zero_wronskian_independent
#print axioms SingularWronskian.cubic_counterexample
```

```
'SingularWronskian.general_solution' depends on axioms: [propext, Classical.choice, Quot.sound]
'SingularWronskian.zero_wronskian_independent' depends on axioms: [propext, Classical.choice, Quot.sound]
'SingularWronskian.cubic_counterexample' depends on axioms: [propext, Classical.choice, Quot.sound]
```

Q: Have you then shown a degenerate bound level?

A: No. By `general_solution`, every nonzero solution of this kind grows like $|x|^{l+1}$ on at least one half-line and cannot be normalised, so none of them is a bound state. For this one family of potentials, the result shows that a zero Wronskian alone does not establish nondegeneracy across a singular point.
